# A finite Hermitian matrix is diagonal in its eigenvectors ordered by level

A one-particle Hamiltonian on finitely many basis states is given as an L × L complex Hermitian matrix h. The declaration states that h = U E U†, where E is the diagonal matrix of the eigenvalues in increasing order, counted with multiplicity, and the columns of U are orthonormal eigenvectors in the same order. The attempt starts from Mathlib's spectral theorem, whose eigenvalues come in Mathlib's own order. It writes the ordered matrices as reindexings of the original ones by the sorting permutation, and then removes the permutation from the product.

The failing Lean file:

```lean
import Mathlib

open Matrix
open scoped ComplexOrder Topology

noncomputable section

namespace SpectralForm

variable {L : ℕ} {h : Matrix (Fin L) (Fin L) ℂ}

/-- The one-particle levels of a Hermitian matrix, in increasing order and counted with
multiplicity; the lowest level has index zero. -/
def level (hh : h.IsHermitian) (k : Fin L) : ℝ :=
  hh.eigenvalues (Tuple.sort hh.eigenvalues k)

/-- The matrix whose columns are orthonormal eigenvectors, in the order of the levels. -/
def orbitals (hh : h.IsHermitian) : Matrix (Fin L) (Fin L) ℂ :=
  (hh.eigenvectorUnitary : Matrix (Fin L) (Fin L) ℂ).submatrix id (Tuple.sort hh.eigenvalues)

/-- A Hermitian matrix is diagonal in its ordered orbitals, with the levels on the diagonal. -/
theorem spectral_form (hh : h.IsHermitian) :
    h = orbitals hh * diagonal (fun k => (level hh k : ℂ)) * (orbitals hh)ᴴ := by
  have hs := hh.spectral_theorem
  rw [Unitary.conjStarAlgAut_apply] at hs
  have hE : diagonal (fun k => (level hh k : ℂ))
      = (diagonal (fun i => (hh.eigenvalues i : ℂ))).submatrix
        (Tuple.sort hh.eigenvalues) (Tuple.sort hh.eigenvalues) :=
    (Matrix.submatrix_diagonal_equiv _ _).symm
  have hC : (orbitals hh)ᴴ = ((hh.eigenvectorUnitary : Matrix (Fin L) (Fin L) ℂ)ᴴ).submatrix
      (Tuple.sort hh.eigenvalues) id := rfl
  rw [hE, hC, orbitals, Matrix.submatrix_mul_equiv, Matrix.submatrix_mul_equiv,
    Matrix.submatrix_id_id]
  exact hs

end SpectralForm
```

Compiling this gives:

```
Main.lean:29:4: error: Type mismatch
  Eq.symm (submatrix_diagonal_equiv ?m.101 ?m.102)
has type
  @diagonal ?m.95 ?m.97 ?m.100 ?m.98 (?m.101 ∘ ⇑?m.102) = (diagonal ?m.101).submatrix ⇑?m.102 ⇑?m.102
but is expected to have type
  (@diagonal (Fin L) ℂ (instDecidableEqFin L) Complex.instZero fun k => ↑(level hh k)) =
    (diagonal fun i => ↑(hh.eigenvalues i)).submatrix ⇑(Tuple.sort hh.eigenvalues) ⇑(Tuple.sort hh.eigenvalues)
```

The change, after which it compiles:

```diff
@@ -27,5 +27,6 @@
       = (diagonal (fun i => (hh.eigenvalues i : ℂ))).submatrix
         (Tuple.sort hh.eigenvalues) (Tuple.sort hh.eigenvalues) :=
-    (Matrix.submatrix_diagonal_equiv _ _).symm
+    (Matrix.submatrix_diagonal_equiv (fun i => (hh.eigenvalues i : ℂ))
+      (Tuple.sort hh.eigenvalues)).symm
   have hC : (orbitals hh)ᴴ = ((hh.eigenvectorUnitary : Matrix (Fin L) (Fin L) ℂ)ᴴ).submatrix
       (Tuple.sort hh.eigenvalues) id := rfl
```

Cause. The message concerns `hE`, which says that the diagonal matrix of ordered levels is the original diagonal matrix with rows and columns permuted. The lemma `Matrix.submatrix_diagonal_equiv` is the right one, but its two arguments, the diagonal entries and the permutation, were left as underscores. Its reversed form has `?m.101 ∘ ⇑?m.102` on the left, a composite of two unknowns, whereas the goal has `fun k => ↑(level hh k)`, in which the composition is hidden inside the definition of `level`. Lean did not find the two unknowns by matching these types, and the message still shows them unsolved.

The repair supplies both: the function `fun i => (hh.eigenvalues i : ℂ)` and the permutation `Tuple.sort hh.eigenvalues`. Nothing then has to be guessed. The composite sends `k` to the eigenvalue at the sorted index, which is what `level hh k` means once unfolded, so the two sides agree by definition.
